# A state orthogonal to an approximate ground state can lie below the first excited level

## Does orthogonality give an upper bound on $E_1$?

What can I assume about the first excited energy $E_1$ if the Hamiltonian $H$ is not given as a matrix? I would use two properties: $H$ has a unit eigenvector $e$ with energy $E_0$, and every unit state orthogonal to $e$ has mean energy at least $E_1$, where $E_1\ge E_0$.

A trial state orthogonal to the exact ground state $e$ then has energy at least $E_1$. In practice I only have an approximate ground state $u$, and I have seen the same upper bound on $E_1$ claimed for a unit state $v$ orthogonal to $u$. I believe that this is false, and that the correct statement is

$$\langle v,Hv\rangle\ \ge\ E_1-(E_1-E_0)\bigl(1-|\langle e,u\rangle|^2\bigr),$$

with equality possible in a three-level system. Can this be stated precisely and proved in Lean, together with a condition that restores the upper bound?

## The energy can drop by the gap times the error in $u$

Yes, the stated lower bound is correct. For a unit state $v$ orthogonal to the unit state $u$, the shortfall of $\langle v,Hv\rangle$ below $E_1$ is at most the gap $E_1-E_0$ times the weight that $u$ lacks on the true ground state, and a three-level example attains it.

**The lower bound.** Put $a=\langle e,v\rangle$ and $w=v-ae$, so that $\langle e,w\rangle=0$. Since $H$ is symmetric, $\langle e,Hw\rangle=\langle He,w\rangle=E_0\langle e,w\rangle=0$, and the other cross term vanishes too. Hence

$$\langle v,Hv\rangle=|a|^2E_0+\langle w,Hw\rangle,\qquad 1=|a|^2+\|w\|^2 .$$

The condition on states orthogonal to $e$ gives $\langle w,Hw\rangle\ge E_1\|w\|^2=E_1(1-|a|^2)$, and therefore

$$\langle v,Hv\rangle\ge E_1-(E_1-E_0)|\langle e,v\rangle|^2 .$$

It remains to bound the weight of $v$ on $e$. Let $p=\langle u,e\rangle u+\langle v,e\rangle v$ be the projection of $e$ on the plane of $u$ and $v$. Then

$$\|p\|^2=|\langle e,u\rangle|^2+|\langle e,v\rangle|^2=\langle p,e\rangle\le\|p\|\,\|e\|=\|p\| ,$$

so $\|p\|\le1$ and $|\langle e,v\rangle|^2\le1-|\langle e,u\rangle|^2$. Because $E_1-E_0\ge0$, inserting this proves the bound.

**Equality for three levels.** Take $H=\mathrm{diag}(E_0,E_1,E_2)$ with $E_0<E_1\le E_2$, $e=(1,0,0)$, $u=(\cos t,\sin t,0)$ and $v=(-\sin t,\cos t,0)$. Then

$$\langle v,Hv\rangle=E_0\sin^2t+E_1\cos^2t=E_1-(E_1-E_0)\sin^2t ,$$

and $\sin^2t=1-|\langle e,u\rangle|^2$. The bound is attained, and the energy is strictly below $E_1$ whenever $\sin t\ne0$.

**When the upper bound returns.** Suppose that also $\langle u,Hv\rangle=0$ and $\langle u,Hu\rangle\le\langle v,Hv\rangle$. If $a=\langle e,v\rangle=0$, then $\langle v,Hv\rangle\ge E_1$ directly. Otherwise let $b=\langle e,u\rangle$ and $x=au-bv$. Then $\langle e,x\rangle=ab-ba=0$, so

$$E_1(|a|^2+|b|^2)\le|a|^2\langle u,Hu\rangle+|b|^2\langle v,Hv\rangle\le(|a|^2+|b|^2)\langle v,Hv\rangle .$$

Dividing by $|a|^2+|b|^2>0$ gives $E_1\le\langle v,Hv\rangle$. Diagonalising $H$ within the span of two linearly independent trial states, and taking the normalised states of the lower and higher roots as orthogonal $u$ and $v$, meets these conditions.

This bears on electronic-structure calculations that find an excited state by keeping it orthogonal to an approximate ground state: for a Hamiltonian with the spectral data assumed here, orthogonality alone does not make the computed energy an upper bound on $E_1$.

Here is the complete Lean file.

```lean
import Mathlib

open scoped InnerProductSpace

namespace ExcitedStateBound

noncomputable section

variable {V : Type*} [NormedAddCommGroup V] [InnerProductSpace ℂ V]

/-- The mean energy `⟨v, H v⟩` of a state `v` (its real part). -/
def energy (H : V →ₗ[ℂ] V) (v : V) : ℝ := (inner ℂ v (H v)).re

/-- The symmetric Hamiltonian `H` has the unit eigenvector `e` with energy `E0`, and every
state orthogonal to `e` has mean energy at least `E1` per unit norm squared. -/
structure GroundLevel (H : V →ₗ[ℂ] V) (e : V) (E0 E1 : ℝ) : Prop where
  symm : H.IsSymmetric
  unit : ‖e‖ = 1
  eigen : H e = (E0 : ℂ) • e
  gap : ∀ x, inner ℂ e x = 0 → E1 * ‖x‖ ^ 2 ≤ energy H x

/-- If a symmetric `H` does not couple `x` and `y`, the energy of a superposition is the sum
of the two energies weighted by the squared amplitudes. -/
theorem energy_superposition {H : V →ₗ[ℂ] V} (hH : H.IsSymmetric) {x y : V}
    (h : inner ℂ x (H y) = 0) (a b : ℂ) :
    energy H (a • x + b • y) = ‖a‖ ^ 2 * energy H x + ‖b‖ ^ 2 * energy H y := by
  have h' : inner ℂ y (H x) = 0 := by
    rw [← hH y x, ← inner_conj_symm (H y) x, h, map_zero]
  unfold energy
  simp only [map_add, map_smul, inner_add_left, inner_add_right, inner_smul_left,
    inner_smul_right, h, h', mul_zero, add_zero, zero_add]
  simp only [Complex.add_re, Complex.mul_re, Complex.mul_im, Complex.conj_re,
    Complex.conj_im, Complex.sq_norm, Complex.normSq_apply]
  ring

/-- The squared norm of a superposition of two orthogonal states is the sum of their squared
norms weighted by the squared amplitudes. -/
theorem norm_sq_superposition {x y : V} (h : inner ℂ x y = 0) (a b : ℂ) :
    ‖a • x + b • y‖ ^ 2 = ‖a‖ ^ 2 * ‖x‖ ^ 2 + ‖b‖ ^ 2 * ‖y‖ ^ 2 := by
  have hid : ∀ z : V, energy LinearMap.id z = ‖z‖ ^ 2 :=
    fun z => inner_self_eq_norm_sq (𝕜 := ℂ) z
  have key := energy_superposition (H := (LinearMap.id : V →ₗ[ℂ] V))
    (fun _ _ => rfl) (x := x) (y := y) h a b
  rwa [hid, hid, hid] at key

/-- Under `GroundLevel H e E0 E1`, a unit state `v` has energy at least `E1 - (E1 - E0)|⟨e, v⟩|²`.
-/
theorem energy_ge_of_overlap {H : V →ₗ[ℂ] V} {e v : V} {E0 E1 : ℝ}
    (h : GroundLevel H e E0 E1) (hv : ‖v‖ = 1) :
    E1 - (E1 - E0) * ‖inner ℂ e v‖ ^ 2 ≤ energy H v := by
  -- split `v` into its part along `e` and the rest `w`
  obtain ⟨w, hw⟩ : ∃ w, w = v - (inner ℂ e v : ℂ) • e := ⟨_, rfl⟩
  have hee : inner ℂ e e = (1 : ℂ) := by
    rw [inner_self_eq_norm_sq_to_K, h.unit]; simp
  have hew : inner ℂ e w = 0 := by
    rw [hw, inner_sub_right, inner_smul_right, hee, mul_one, sub_self]
  have hHw : inner ℂ e (H w) = 0 := by
    rw [← h.symm e w, h.eigen, inner_smul_left, hew, mul_zero]
  have hE : energy H e = E0 := by
    unfold energy
    rw [h.eigen, inner_smul_right, hee, mul_one, Complex.ofReal_re]
  have hsplit : (inner ℂ e v : ℂ) • e + (1 : ℂ) • w = v := by
    rw [hw, one_smul]; abel
  have h1 := energy_superposition h.symm hHw (inner ℂ e v) 1
  have h2 := norm_sq_superposition hew (inner ℂ e v) 1
  rw [hsplit, hE, norm_one] at h1
  rw [hsplit, hv, h.unit, norm_one] at h2
  have h3 := h.gap w hew
  have h4 : ‖w‖ ^ 2 = 1 - ‖inner ℂ e v‖ ^ 2 := by linarith
  rw [h4] at h3
  linarith

/-- The weights of a unit state `e` on two orthonormal states add up to at most one. -/
theorem overlap_sum_le_one {e u v : V} (he : ‖e‖ = 1) (hu : ‖u‖ = 1) (hv : ‖v‖ = 1)
    (huv : inner ℂ u v = 0) : ‖inner ℂ e u‖ ^ 2 + ‖inner ℂ e v‖ ^ 2 ≤ 1 := by
  rw [norm_inner_symm e u, norm_inner_symm e v]
  -- compare `e` with its projection `p` on the plane of `u` and `v`
  obtain ⟨p, hp⟩ : ∃ p, p = (inner ℂ u e : ℂ) • u + (inner ℂ v e : ℂ) • v := ⟨_, rfl⟩
  have hn := norm_sq_superposition huv (inner ℂ u e) (inner ℂ v e)
  rw [← hp, hu, hv] at hn
  have hre : (inner ℂ p e).re = ‖inner ℂ u e‖ ^ 2 + ‖inner ℂ v e‖ ^ 2 := by
    rw [hp, inner_add_left, inner_smul_left, inner_smul_left]
    simp only [Complex.add_re, Complex.mul_re, Complex.conj_re, Complex.conj_im,
      Complex.sq_norm, Complex.normSq_apply]
    ring
  have hcs : (inner ℂ p e).re ≤ ‖p‖ * ‖e‖ :=
    (le_abs_self _).trans ((Complex.abs_re_le_norm _).trans (norm_inner_le_norm p e))
  rw [he, mul_one] at hcs
  nlinarith [norm_nonneg p, sq_nonneg (‖p‖ - 1)]

/-- Main bound: under `GroundLevel H e E0 E1` with `E0 ≤ E1`, a unit state `v` orthogonal to a unit
state `u` has energy at least `E1 - (E1 - E0)(1 - |⟨e, u⟩|²)`. -/
theorem excited_lower_bound {H : V →ₗ[ℂ] V} {e u v : V} {E0 E1 : ℝ}
    (h : GroundLevel H e E0 E1) (hE : E0 ≤ E1) (hu : ‖u‖ = 1) (hv : ‖v‖ = 1)
    (huv : inner ℂ u v = 0) :
    E1 - (E1 - E0) * (1 - ‖inner ℂ e u‖ ^ 2) ≤ energy H v := by
  have h1 := energy_ge_of_overlap h hv
  have h2 : ‖inner ℂ e v‖ ^ 2 ≤ 1 - ‖inner ℂ e u‖ ^ 2 := by
    linarith [overlap_sum_le_one h.unit hu hv huv]
  have h3 := mul_le_mul_of_nonneg_left h2 (sub_nonneg.mpr hE)
  linarith

/-- Under `GroundLevel H e E0 E1`, if the orthonormal pair `u`, `v` satisfies `⟨u, H v⟩ = 0` and the
energy of `u` is at most that of `v`, then the energy of `v` is at least `E1`. -/
theorem upper_bound_of_diagonal {H : V →ₗ[ℂ] V} {e u v : V} {E0 E1 : ℝ}
    (h : GroundLevel H e E0 E1) (hu : ‖u‖ = 1) (hv : ‖v‖ = 1) (huv : inner ℂ u v = 0)
    (hd : inner ℂ u (H v) = 0) (hle : energy H u ≤ energy H v) : E1 ≤ energy H v := by
  by_cases hb : inner ℂ e v = 0
  · have := h.gap v hb
    rwa [hv, one_pow, mul_one] at this
  -- this combination of `u` and `v` is orthogonal to `e`
  have hx : inner ℂ e ((inner ℂ e v : ℂ) • u + (-inner ℂ e u : ℂ) • v) = 0 := by
    rw [inner_add_right, inner_smul_right, inner_smul_right]; ring
  have hg := h.gap _ hx
  rw [norm_sq_superposition huv, energy_superposition h.symm hd, hu, hv, norm_neg] at hg
  have hpos : 0 < ‖inner ℂ e v‖ ^ 2 := pow_pos (norm_pos_iff.mpr hb) 2
  have hm := mul_le_mul_of_nonneg_left hle hpos.le
  by_contra hlt
  have hlt' : 0 < E1 - energy H v := by linarith [not_le.mp hlt]
  have h1 := mul_pos hpos hlt'
  have h2 := mul_nonneg (sq_nonneg ‖inner ℂ e u‖) hlt'.le
  linarith

/-- The three-level Hamiltonian `diag(E0, E1, E2)`. -/
def threeLevel (E0 E1 E2 : ℝ) : EuclideanSpace ℂ (Fin 3) →ₗ[ℂ] EuclideanSpace ℂ (Fin 3) where
  toFun x := !₂[(E0 : ℂ) * x 0, (E1 : ℂ) * x 1, (E2 : ℂ) * x 2]
  map_add' x y := by ext i; fin_cases i <;> simp [mul_add]
  map_smul' a x := by ext i; fin_cases i <;> simp [mul_left_comm]

/-- The three-level energy is the sum of the levels weighted by the squared amplitudes. -/
theorem energy_threeLevel (E0 E1 E2 : ℝ) (x : EuclideanSpace ℂ (Fin 3)) :
    energy (threeLevel E0 E1 E2) x
      = E0 * ‖x 0‖ ^ 2 + E1 * ‖x 1‖ ^ 2 + E2 * ‖x 2‖ ^ 2 := by
  simp [energy, threeLevel, PiLp.inner_apply, Fin.sum_univ_three, Complex.sq_norm,
    Complex.normSq_apply]
  ring

/-- For `E1 ≤ E2`, the Hamiltonian `diag(E0, E1, E2)` with the state `(1, 0, 0)` meets the
conditions of `GroundLevel`. -/
theorem threeLevel_witness {E0 E1 E2 : ℝ} (h : E1 ≤ E2) :
    GroundLevel (threeLevel E0 E1 E2) !₂[1, 0, 0] E0 E1 where
  symm x y := by
    simp [threeLevel, PiLp.inner_apply, Fin.sum_univ_three]
    ring
  unit := by simp [EuclideanSpace.norm_eq, Fin.sum_univ_three]
  eigen := by ext i; fin_cases i <;> simp [threeLevel]
  gap x hx := by
    have h0 : x 0 = 0 := by simpa [PiLp.inner_apply, Fin.sum_univ_three] using hx
    rw [energy_threeLevel, EuclideanSpace.norm_sq_eq, Fin.sum_univ_three, h0, norm_zero]
    linarith [mul_le_mul_of_nonneg_right h (sq_nonneg ‖x 2‖)]

/-- For `c² + s² = 1` the states `u = (c, s, 0)` and `v = (-s, c, 0)` are orthonormal, and the
energy of `v` for `diag(E0, E1, E2)` equals `E1 - (E1 - E0)(1 - |u 0|²)`; if `E0 < E1` and `s ≠ 0`,
it is strictly below `E1`. -/
theorem threeLevel_sharp (E0 E1 E2 : ℝ) {c s : ℝ} (h : c ^ 2 + s ^ 2 = 1) :
    let u : EuclideanSpace ℂ (Fin 3) := !₂[(c : ℂ), (s : ℂ), 0]
    let v : EuclideanSpace ℂ (Fin 3) := !₂[-(s : ℂ), (c : ℂ), 0]
    ‖u‖ = 1 ∧ ‖v‖ = 1 ∧ inner ℂ u v = 0 ∧
      energy (threeLevel E0 E1 E2) v = E1 - (E1 - E0) * (1 - ‖u 0‖ ^ 2) ∧
      (E0 < E1 → s ≠ 0 → energy (threeLevel E0 E1 E2) v < E1) := by
  intro u v
  have h' : s ^ 2 + c ^ 2 = 1 := by linarith
  have hen : energy (threeLevel E0 E1 E2) v = E0 * s ^ 2 + E1 * c ^ 2 := by
    rw [energy_threeLevel]
    simp [v]
  have hu0 : ‖u 0‖ ^ 2 = c ^ 2 := by simp [u]
  refine ⟨?_, ?_, ?_, ?_, ?_⟩
  · simp [u, EuclideanSpace.norm_eq, Fin.sum_univ_three, h]
  · simp [v, EuclideanSpace.norm_eq, Fin.sum_univ_three, h']
  · simp [u, v, PiLp.inner_apply, Fin.sum_univ_three]
    ring
  · rw [hen, hu0]
    linear_combination E0 * h
  · intro hE hs
    rw [hen]
    have hpos : 0 < (E1 - E0) * s ^ 2 := mul_pos (sub_pos.mpr hE) (by positivity)
    have hc : c ^ 2 = 1 - s ^ 2 := by linarith
    rw [hc]
    linarith

end

end ExcitedStateBound
```

```lean
#print axioms ExcitedStateBound.excited_lower_bound
#print axioms ExcitedStateBound.upper_bound_of_diagonal
#print axioms ExcitedStateBound.threeLevel_sharp
```

```
'ExcitedStateBound.excited_lower_bound' depends on axioms: [propext, Classical.choice, Quot.sound]
'ExcitedStateBound.upper_bound_of_diagonal' depends on axioms: [propext, Classical.choice, Quot.sound]
'ExcitedStateBound.threeLevel_sharp' depends on axioms: [propext, Classical.choice, Quot.sound]
```

### What the Lean statements say

The state space `V` is any complex inner product space, of finite or infinite dimension. Lean's `inner ℂ x y` is $\langle x,y\rangle$, conjugate-linear in the first argument. `energy H v` is the real part of $\langle v,Hv\rangle$; for symmetric $H$ this is the whole value. It is not divided by $\|v\|^2$, which is why the field `gap` of `GroundLevel` carries the factor `‖x‖ ^ 2`.

`GroundLevel H e E0 E1` collects the assumptions: symmetry, the unit eigenvector, and the energy floor $E_1$ on the states orthogonal to it. The floor stands for the first excited level, but any smaller number also satisfies `gap`. If the ground level $E_0$ is degenerate, some state orthogonal to $e$ also has energy $E_0$, so `gap` forces $E_1\le E_0$ and $E_1$ cannot be the next higher level. The ordering $E_0\le E_1$, which makes $e$ a ground state, is a separate hypothesis of `excited_lower_bound`. The theorem `upper_bound_of_diagonal` does not need it.

For a general $H$ the conditions in `GroundLevel` are assumed. For `threeLevel`, which acts on $\mathbb C^3$, `threeLevel_witness` derives them from $E_1\le E_2$. In `threeLevel_sharp`, real numbers `c` and `s` with $c^2+s^2=1$ replace $\cos t$ and $\sin t$, and `u 0` is the overlap $\langle e,u\rangle$.

The operator is defined on all of `V` and maps `V` into itself. An unbounded Hamiltonian is therefore covered only on a subspace that it preserves and that contains the states involved.

### From the calculation to the Lean proof

`energy_superposition` removes the cross terms: symmetry turns the one vanishing matrix element into the other, and `ring` finishes after expansion into real and imaginary parts. `norm_sq_superposition` is the same identity with $H$ replaced by the identity operator.

`energy_ge_of_overlap` splits $v$ into $ae+w$. Its facts `hew` and `hHw` are the two orthogonality relations, `h1` and `h2` are the split energy and norm, and `linarith` combines them with `gap`. `overlap_sum_le_one` uses the projection $p$ and the Cauchy–Schwarz inequality; the last `nlinarith` step passes from $\|p\|^2\le\|p\|$ to $\|p\|^2\le1$. `excited_lower_bound` multiplies the resulting weight bound by the nonnegative gap.

`upper_bound_of_diagonal` makes the same case distinction on $\langle e,v\rangle$ and uses the same combination $x$. In place of the final division, it assumes $\langle v,Hv\rangle<E_1$ and reaches a contradiction.

For three levels, `energy_threeLevel` writes the energy as a sum over populations. `threeLevel_sharp` then evaluates it for $v$, and $c^2+s^2=1$ gives the equality; the strict inequality also uses $E_0<E_1$ and $s\ne0$.
